# Occupied orbitals under exp(tK), in closed form from a singular value decomposition

The occupied space is represented here by a matrix of orbital coefficients, one column per occupied orbital, and not by the subspace that the columns span. The coefficients are real and refer to the initial orbitals, taken as an orthonormal basis, so the square coefficient matrix of all the initial orbitals is the identity, and its occupied columns are the identity over zero. Two finite index types label the basis, `o` for occupied and `v` for virtual orbitals, and their disjoint union `o ⊕ v` labels all of it. A third finite type, `r`, labels singular values.

```lean
import Mathlib

open Matrix

namespace GrassmannOrbitalRotation

noncomputable section

variable {o v r : Type*} [Fintype o] [Fintype v] [Fintype r]
  [DecidableEq o] [DecidableEq v] [DecidableEq r]
```

## The generator and the proposed rotation

Let $X$ be a real virtual-by-occupied matrix of rotation amplitudes. The generator

$$K=\begin{pmatrix}0&-X^T\\X&0\end{pmatrix}$$

mixes occupied with virtual orbitals and leaves out rotations within either set.

```lean
/-- The antisymmetric generator of the orbital rotation with virtual-by-occupied
amplitudes `X`. -/
def generator (X : Matrix v o ℝ) : Matrix (o ⊕ v) (o ⊕ v) ℝ :=
  fromBlocks 0 (-Xᵀ) X 0
```

Suppose that $X=USV^T$ with $U^TU=1$, $V^TV=1$ and $S=\mathrm{diag}(s)$. Write $U_k$ and $V_k$ for the columns of $U$ and $V$. Since $XV_k=s_kU_k$ and $X^TU_k=s_kV_k$, the generator acts within the plane of $V_k$ (occupied) and $U_k$ (virtual), where $\exp(tK)$ should be a rotation by the angle $ts_k$. The cosines of these angles form a diagonal matrix $\cos(tS)$,

```lean
/-- The diagonal matrix `cos(tS)` for singular values `s`. -/
def cosD (s : r → ℝ) (t : ℝ) : Matrix r r ℝ := diagonal fun k => Real.cos (t * s k)
```

and the sines form $\sin(tS)$.

```lean
/-- The diagonal matrix `sin(tS)` for singular values `s`. -/
def sinD (s : r → ℝ) (t : ℝ) : Matrix r r ℝ := diagonal fun k => Real.sin (t * s k)
```

The occupied orbitals after a rotation are the columns of the full matrix labelled by `o`, with all rows kept.

```lean
/-- The occupied columns of a matrix of orbital coefficients. -/
def occupied (A : Matrix (o ⊕ v) (o ⊕ v) ℝ) : Matrix (o ⊕ v) o ℝ :=
  A.submatrix id Sum.inl
```

Vectors orthogonal to all the $V_k$ and $U_k$ should stay fixed. Together with the plane rotations, this suggests the matrix

$$R(t)=\begin{pmatrix}1+V(\cos tS-1)V^T&-V\sin(tS)U^T\\U\sin(tS)V^T&1+U(\cos tS-1)U^T\end{pmatrix}.$$

```lean
/-- The closed block form of the orbital rotation, built from the singular vectors
`U`, `V` and the singular values `s`. -/
def rotation (U : Matrix v r ℝ) (V : Matrix o r ℝ) (s : r → ℝ) (t : ℝ) :
    Matrix (o ⊕ v) (o ⊕ v) ℝ :=
  fromBlocks (1 + V * (cosD s t - 1) * Vᵀ) (-(V * sinD s t * Uᵀ))
    (U * sinD s t * Vᵀ) (1 + U * (cosD s t - 1) * Uᵀ)
```

## A flow equation that identifies the exponential

To show that $R(t)=\exp(tK)$, it is enough that $R(0)=1$ and $R'(t)=KR(t)$. Under these two conditions,

$$\frac{d}{dt}\left[e^{-tK}R(t)\right]=-e^{-tK}KR(t)+e^{-tK}KR(t)=0,$$

so $e^{-tK}R(t)$ keeps its initial value $1$. Multiplication from the left by $e^{tK}$ gives $R(t)=e^{tK}$.

```lean
/-- A matrix curve that starts at the identity and obeys `R' = K R` is `exp(tK)`. -/
theorem exp_eq_of_flow {n : Type*} [Fintype n] [DecidableEq n] (K : Matrix n n ℝ)
    (R : ℝ → Matrix n n ℝ) (h0 : R 0 = 1)
    (hR : ∀ t i j, HasDerivAt (fun u => R u i j) ((K * R t) i j) t) (t : ℝ) :
    NormedSpace.exp (t • K) = R t := by
  have h2 : NormedSpace.exp (t • K) * NormedSpace.exp (t • (-K)) = 1 := by
    rw [← Matrix.exp_add_of_commute _ _
      (((Commute.refl K).neg_right.smul_left t).smul_right t),
      smul_neg, add_neg_cancel, NormedSpace.exp_zero]
  have e : ∀ M : Matrix n n ℝ, M = ∑ i, ∑ j, M i j • Matrix.single i j (1 : ℝ) := by
    intro M
    have := Matrix.matrix_eq_sum_single M
    simpa [Matrix.smul_single] using this
  have h1 : NormedSpace.exp (t • (-K)) * R t = 1 := by
    let : NormedRing (Matrix n n ℝ) := Matrix.linftyOpNormedRing
    let : NormedAlgebra ℝ (Matrix n n ℝ) := Matrix.linftyOpNormedAlgebra
    -- entrywise derivatives assemble to the derivative of the matrix
    have hd : ∀ t, HasDerivAt R (K * R t) t := by
      intro t
      have h : HasDerivAt (fun u => ∑ i, ∑ j, R u i j • Matrix.single i j (1 : ℝ))
          (∑ i, ∑ j, (K * R t) i j • Matrix.single i j (1 : ℝ)) t :=
        HasDerivAt.fun_sum fun i _ => HasDerivAt.fun_sum fun j _ =>
          (hR t i j).smul_const _
      exact (h.congr_deriv (e _).symm).congr_of_eventuallyEq
        (Filter.Eventually.of_forall fun u => e (R u))
    -- `exp(-tK) R(t)` does not change with `t`
    have hG : ∀ t : ℝ, HasDerivAt (fun u : ℝ => NormedSpace.exp (u • (-K)) * R u) 0 t := by
      intro t
      refine ((hasDerivAt_exp_smul_const (-K) t).fun_mul (hd t)).congr_deriv ?_
      rw [mul_assoc, ← mul_add, neg_mul, neg_add_cancel, mul_zero]
    have hc := is_const_of_deriv_eq_zero (fun t => (hG t).differentiableAt)
      (fun t => (hG t).deriv) t 0
    simpa [h0] using hc
  calc NormedSpace.exp (t • K)
      = NormedSpace.exp (t • K) * (NormedSpace.exp (t • (-K)) * R t) := by
        rw [h1, mul_one]
    _ = R t := by rw [← mul_assoc, h2, one_mul]
```

The hypothesis `hR` asks for the derivative entry by entry, so the statement involves no choice of matrix norm. The proof picks a norm internally, assembles the entries into the derivative of the matrix (`hd`), and shows that the product has derivative zero (`hG`). The fact `h2` is $e^{tK}e^{-tK}=1$, used in the last multiplication.

## Multiplying by the generator

With $X^T=VSU^T$, the four blocks of $KR(t)$ follow from $U^TU=1$ and $V^TV=1$:

$$\begin{aligned}
-X^TU\sin(tS)V^T&=-VS\sin(tS)V^T,\\
-X^T\left[1+U(\cos tS-1)U^T\right]&=-VSU^T-VS(\cos tS-1)U^T=-VS\cos(tS)U^T,\\
X\left[1+V(\cos tS-1)V^T\right]&=USV^T+US(\cos tS-1)V^T=US\cos(tS)V^T,\\
-XV\sin(tS)U^T&=-US\sin(tS)U^T.
\end{aligned}$$

```lean
/-- The generator applied to the closed block form, worked out block by block. -/
theorem generator_mul_rotation (U : Matrix v r ℝ) (V : Matrix o r ℝ) (s : r → ℝ)
    (hU : Uᵀ * U = 1) (hV : Vᵀ * V = 1) (t : ℝ) :
    generator (U * diagonal s * Vᵀ) * rotation U V s t =
      fromBlocks (V * (-(diagonal s * sinD s t)) * Vᵀ) (-(V * (diagonal s * cosD s t) * Uᵀ))
        (U * (diagonal s * cosD s t) * Vᵀ) (U * (-(diagonal s * sinD s t)) * Uᵀ) := by
  have hUo : ∀ M : Matrix r o ℝ, Uᵀ * (U * M) = M := fun M => by
    rw [← Matrix.mul_assoc, hU, Matrix.one_mul]
  have hUv : ∀ M : Matrix r v ℝ, Uᵀ * (U * M) = M := fun M => by
    rw [← Matrix.mul_assoc, hU, Matrix.one_mul]
  have hVo : ∀ M : Matrix r o ℝ, Vᵀ * (V * M) = M := fun M => by
    rw [← Matrix.mul_assoc, hV, Matrix.one_mul]
  have hVv : ∀ M : Matrix r v ℝ, Vᵀ * (V * M) = M := fun M => by
    rw [← Matrix.mul_assoc, hV, Matrix.one_mul]
  rw [generator, rotation, fromBlocks_multiply, fromBlocks_inj]
  refine ⟨?_, ?_, ?_, ?_⟩ <;>
    simp only [transpose_mul, transpose_transpose, diagonal_transpose, Matrix.zero_mul,
      zero_add, add_zero, Matrix.mul_add, Matrix.mul_sub, Matrix.sub_mul, Matrix.neg_mul,
      Matrix.mul_neg, Matrix.mul_one, Matrix.mul_assoc,
      hUo, hUv, hVo, hVv] <;>
    abel
```

The four auxiliary facts `hUo`, `hUv`, `hVo` and `hVv` cancel $U^TU$ and $V^TV$ inside longer products. After the split into blocks, `simp` expands and cancels, and `abel` collects the remaining sums.

## Differentiating the closed form

Every block of $R(t)$ contains a product $AF(t)B$ with constant outer factors. Its entries are

$$(AFB)_{ij}=\sum_l\Big(\sum_kA_{ik}F_{kl}\Big)B_{lj},$$

so the derivative passes to $F$ alone.

```lean
omit [DecidableEq r] in
/-- Entrywise derivative of a product `A F(t) B` with constant outer factors. -/
theorem hasDerivAt_sandwich {p q : Type*} (A : Matrix p r ℝ) (B : Matrix r q ℝ)
    {F : ℝ → Matrix r r ℝ} {F' : Matrix r r ℝ} {t : ℝ}
    (h : ∀ k l, HasDerivAt (fun u => F u k l) (F' k l) t) (i : p) (j : q) :
    HasDerivAt (fun u => (A * F u * B) i j) ((A * F' * B) i j) t := by
  simp only [Matrix.mul_apply]
  exact HasDerivAt.fun_sum fun l _ =>
    (HasDerivAt.fun_sum fun k _ => (h k l).const_mul (A i k)).mul_const (B l j)
```

The diagonal entries of the middle factors obey

$$\frac{d}{dt}\left(\cos ts_k-1\right)=-s_k\sin ts_k,\qquad\frac{d}{dt}\sin ts_k=s_k\cos ts_k,$$

and the off-diagonal entries are constantly zero. Hence $R'(t)$ has the blocks $-VS\sin(tS)V^T$, $-VS\cos(tS)U^T$, $US\cos(tS)V^T$ and $-US\sin(tS)U^T$, which are those of $KR(t)$. At $t=0$ the cosines are one and the sines vanish, so $R(0)=1$.

```lean
/-- The full orbital rotation `exp(tK)` in closed form, for amplitudes `X = U S Vᵀ`
with orthonormal columns in `U` and in `V`. -/
theorem exp_generator (U : Matrix v r ℝ) (V : Matrix o r ℝ) (s : r → ℝ)
    (hU : Uᵀ * U = 1) (hV : Vᵀ * V = 1) (t : ℝ) :
    NormedSpace.exp (t • generator (U * diagonal s * Vᵀ)) = rotation U V s t := by
  refine exp_eq_of_flow _ (rotation U V s) ?_ ?_ t
  · have hc : cosD s 0 = 1 := by simp [cosD]
    have hs : sinD s 0 = 0 := by simp [sinD]
    simp [rotation, hc, hs, fromBlocks_one]
  intro t i j
  have hc : ∀ k l, HasDerivAt (fun u => (cosD s u - 1) k l)
      ((-(diagonal s * sinD s t)) k l) t := by
    intro k l
    by_cases h : k = l
    · subst h
      have h1 := (((hasDerivAt_id' t).mul_const (s k)).cos).sub_const 1
      exact (h1.congr_deriv (by simp [sinD, mul_comm])).congr_of_eventuallyEq
        (Filter.Eventually.of_forall fun u => by simp [cosD])
    · exact ((hasDerivAt_const t (0 : ℝ)).congr_deriv
        (by simp [sinD, h])).congr_of_eventuallyEq
        (Filter.Eventually.of_forall fun u => by simp [cosD, h])
  have hs : ∀ k l, HasDerivAt (fun u => sinD s u k l) ((diagonal s * cosD s t) k l) t := by
    intro k l
    by_cases h : k = l
    · subst h
      have h1 := ((hasDerivAt_id' t).mul_const (s k)).sin
      convert h1 using 1
      · funext u; simp [sinD]
      · simp [cosD, mul_comm]
    · exact ((hasDerivAt_const t (0 : ℝ)).congr_deriv
        (by simp [cosD, h])).congr_of_eventuallyEq
        (Filter.Eventually.of_forall fun u => by simp [sinD, h])
  -- compare the four blocks of the derivative with those of `K R`
  rw [generator_mul_rotation U V s hU hV t]
  rcases i with i | i <;> rcases j with j | j
  · exact (hasDerivAt_sandwich V Vᵀ hc i j).const_add ((1 : Matrix o o ℝ) i j)
  · exact (hasDerivAt_sandwich V Uᵀ hs i j).fun_neg
  · exact hasDerivAt_sandwich U Vᵀ hs i j
  · exact (hasDerivAt_sandwich U Uᵀ hc i j).const_add ((1 : Matrix v v ℝ) i j)
```

In the proof, the first `hc` and `hs` are the values of $\cos(tS)$ and $\sin(tS)$ at $t=0$, which give $R(0)=1$. The same names then stand for the two scalar derivatives, each split into diagonal and off-diagonal entries, and the last four lines match the blocks.

The theorem takes the factorisation of $X$ as given; it doesn't construct one. The entries of `s` may be zero or negative and need no order. Because `r` is separate from `o` and `v`, a thin decomposition that keeps only the nonzero singular values is allowed, whichever of the two orbital sets is larger.

The same flow argument, applied to the symmetric generator with blocks $X^T$ and $X$, would give $\cosh$ and $\sinh$ in place of $\cos$ and $\sin$, with a plus sign in the upper right block. The occupied columns of that exponential are in general not orthonormal.

## Orthonormality for any amplitudes

This step needs no decomposition. Since $K^T=-K$,

$$\left(e^{tK}\right)^Te^{tK}=e^{-tK}e^{tK}=1.$$

Let $C(t)$ denote the occupied columns of $e^{tK}$. The occupied–occupied block of this identity is $C(t)^TC(t)=1$.

```lean
/-- For any real amplitudes `X`, the occupied columns of `exp(tK)` are orthonormal. -/
theorem occupied_orthonormal (X : Matrix v o ℝ) (t : ℝ) :
    (occupied (NormedSpace.exp (t • generator X)))ᵀ *
      occupied (NormedSpace.exp (t • generator X)) = 1 := by
  have hK : (t • generator X)ᵀ = -(t • generator X) := by
    simp [generator, fromBlocks_transpose, fromBlocks_smul, fromBlocks_neg]
  have h : (NormedSpace.exp (t • generator X))ᵀ * NormedSpace.exp (t • generator X) = 1 := by
    rw [← Matrix.exp_transpose, hK,
      ← Matrix.exp_add_of_commute _ _ (Commute.refl (t • generator X)).neg_left,
      neg_add_cancel, NormedSpace.exp_zero]
  ext i j
  have hij := congrFun (congrFun h (Sum.inl i)) (Sum.inl j)
  simpa [occupied, Matrix.mul_apply, Matrix.one_apply] using hij
```

Here `hK` is the antisymmetry, `h` is the orthogonality of the full rotation, and the final lines read off its occupied–occupied entries.

## The occupied columns for orthogonal V

Now let $V$ be square, with one singular value per occupied orbital. Then $V^TV=1$ implies $VV^T=1$, and the upper block simplifies:

$$1+V(\cos tS-1)V^T=1+V\cos(tS)V^T-VV^T=V\cos(tS)V^T.$$

The occupied columns are therefore

$$C(t)=\begin{pmatrix}V\cos(tS)V^T\\U\sin(tS)V^T\end{pmatrix}.$$

Their orthonormality can also be seen directly, from $C^TC=V(\cos^2tS+\sin^2tS)V^T=1$.

```lean
/-- For `X = U S Vᵀ` with orthonormal columns in `U` and `V` orthogonal, the occupied columns of
`exp(tK)` are `V cos(tS) Vᵀ` over `U sin(tS) Vᵀ`, and these columns are orthonormal. -/
theorem grassmann_geodesic (U : Matrix v o ℝ) (V : Matrix o o ℝ) (s : o → ℝ)
    (hU : Uᵀ * U = 1) (hV : Vᵀ * V = 1) (t : ℝ) :
    occupied (NormedSpace.exp (t • generator (U * diagonal s * Vᵀ))) =
        fromRows (V * cosD s t * Vᵀ) (U * sinD s t * Vᵀ) ∧
      (fromRows (V * cosD s t * Vᵀ) (U * sinD s t * Vᵀ))ᵀ *
        fromRows (V * cosD s t * Vᵀ) (U * sinD s t * Vᵀ) = 1 := by
  have hV' : V * Vᵀ = 1 := mul_eq_one_comm.mp hV
  have e : 1 + V * (cosD s t - 1) * Vᵀ = V * cosD s t * Vᵀ := by
    rw [Matrix.mul_sub, Matrix.sub_mul, Matrix.mul_one, hV']
    abel
  have h : occupied (NormedSpace.exp (t • generator (U * diagonal s * Vᵀ))) =
      fromRows (V * cosD s t * Vᵀ) (U * sinD s t * Vᵀ) := by
    rw [exp_generator U V s hU hV t]
    ext i j
    rcases i with i | i
    · exact congrFun (congrFun e i) j
    · rfl
  refine ⟨h, ?_⟩
  rw [← h]
  exact occupied_orthonormal _ t
```

In Lean, `fromRows` stacks the upper block on the lower one. The fact `e` is the simplification above, `h` gives the first half of the statement, and the second half follows by rewriting with `h` and applying `occupied_orthonormal`. The condition `hU` now requires $|o|$ orthonormal columns of length $|v|$, so there must be at least as many virtual as occupied orbitals. In the opposite case `exp_generator` still applies, with the longer upper block.

The curve of subspaces spanned by $C(t)$ is known as a Grassmann geodesic, and the theorem is named after it. What is proved is the formula and the orthonormality: the file defines neither the Grassmann manifold nor its metric, and contains no geodesic equation or statement about shortest paths.

For real orbitals in a finite orthonormal basis, the formula turns a virtual–occupied step in a Hartree–Fock or Kohn–Sham orbital optimisation into an orthonormal set of new occupied orbitals, without exponentiating the full matrix $K$.

A model based on the projector $P=CC^T$ would represent the subspace itself, unchanged by rotations among the occupied orbitals. The final factor $V^T$ in $C(t)$ would then drop out, and the statement would concern the blocks $V\cos^2(tS)V^T$, $V\cos(tS)\sin(tS)U^T$, its transpose, and $U\sin^2(tS)U^T$.

## Overlap with the initial determinant

The initial occupied columns are $C(0)$, the identity over zero, so $C(0)^TC(t)=V\cos(tS)V^T$. As $\det V\,\det V^T=1$,

$$\det\left[C(0)^TC(t)\right]=\det V\,\Big(\prod_k\cos ts_k\Big)\det V^T=\prod_k\cos ts_k.$$

If `o` labels occupied spin orbitals, this is the overlap of the two Slater determinants. It vanishes when some angle $ts_k$ is an odd multiple of $\pi/2$, where one occupied direction has been turned entirely into a virtual one.

```lean
/-- For amplitudes `X = U S Vᵀ` with `S = diag(s)`, orthonormal columns in `U` and `V` orthogonal,
the determinant of the overlap matrix between the initial occupied orbitals and those rotated by
`exp(tK)` is the product of the cosines of `t sₖ`. -/
theorem det_overlap (U : Matrix v o ℝ) (V : Matrix o o ℝ) (s : o → ℝ)
    (hU : Uᵀ * U = 1) (hV : Vᵀ * V = 1) (t : ℝ) :
    ((occupied (1 : Matrix (o ⊕ v) (o ⊕ v) ℝ))ᵀ *
      occupied (NormedSpace.exp (t • generator (U * diagonal s * Vᵀ)))).det =
      ∏ k, Real.cos (t * s k) := by
  have hp : ∀ (A : Matrix o o ℝ) (B : Matrix v o ℝ),
      (occupied (1 : Matrix (o ⊕ v) (o ⊕ v) ℝ))ᵀ * fromRows A B = A := by
    intro A B
    ext i j
    simp [occupied, Matrix.mul_apply, Matrix.one_apply]
  have hd : V.det * Vᵀ.det = 1 := by
    rw [← det_mul, mul_eq_one_comm.mp hV, det_one]
  rw [(grassmann_geodesic U V s hU hV t).1, hp, det_mul, det_mul, cosD, det_diagonal]
  linear_combination (∏ k, Real.cos (t * s k)) * hd
```

The fact `hp` extracts the upper block, and `hd` is the product of the two determinants of $V$.

## An example with three virtual and two occupied orbitals

The matrices

$$U=\begin{pmatrix}1&0\\0&3/5\\0&4/5\end{pmatrix},\qquad V=\begin{pmatrix}3/5&-4/5\\4/5&3/5\end{pmatrix}$$

satisfy both orthonormality conditions: the squares give $9/25+16/25=1$, and the columns of $V$ have the inner product $-12/25+12/25=0$. The theorems therefore apply to this pair with any two real numbers as the entries of `s`; these are singular values in the usual sense when they are not negative.

```lean
/-- Explicit singular vectors for three virtual and two occupied orbitals that meet the
orthonormality conditions. -/
theorem singular_vectors_witness :
    (!![1, 0; 0, 3/5; 0, 4/5] : Matrix (Fin 3) (Fin 2) ℝ)ᵀ *
        (!![1, 0; 0, 3/5; 0, 4/5] : Matrix (Fin 3) (Fin 2) ℝ) = 1 ∧
      (!![3/5, -4/5; 4/5, 3/5] : Matrix (Fin 2) (Fin 2) ℝ)ᵀ *
        (!![3/5, -4/5; 4/5, 3/5] : Matrix (Fin 2) (Fin 2) ℝ) = 1 := by
  constructor <;> ext i j <;> fin_cases i <;> fin_cases j <;>
    norm_num [Matrix.mul_apply, Fin.sum_univ_succ]

end

end GrassmannOrbitalRotation
```

```lean
#print axioms GrassmannOrbitalRotation.exp_generator
-- 'GrassmannOrbitalRotation.exp_generator' depends on axioms: [propext, Classical.choice, Quot.sound]
#print axioms GrassmannOrbitalRotation.det_overlap
-- 'GrassmannOrbitalRotation.det_overlap' depends on axioms: [propext, Classical.choice, Quot.sound]
```
